# Spectral bounds on the Lanczos coefficients of a finite real symmetric operator

A Lanczos step is represented here by an equation between three orthonormal vectors, not by a run of the algorithm. Given a linear operator $T$, the vectors $p, q, r$ stand for $q_{j-1}, q_j, q_{j+1}$, and the numbers $a, b, c$ stand for $a_j, b_j, b_{j+1}$ in

$$Tq = b\,p + a\,q + c\,r .$$

The coefficients may be any real numbers that satisfy this equation. Since the vectors are orthonormal, taking inner products of the equation with $q$, $p$ and $r$ shows that $a$, $b$ and $c$ are the inner products of $Tq$ with these vectors.

If $T$ is symmetric on a finite-dimensional real space and all its eigenvalues lie in $[m, M]$, then $a \in [m,M]$ and

$$b^2 + c^2 \le (M-a)(a-m) \le \tfrac14 (M-m)^2 .$$

For a finite real symmetric Hamiltonian matrix, this limits the on-site energies and hoppings of the Lanczos chain by the edges of the spectrum. Rounding errors are not modelled.

## Operator, spectrum and recurrence

```lean
import Mathlib

open scoped InnerProductSpace

namespace LanczosCoefficientBounds

variable {E : Type*} [NormedAddCommGroup E] [InnerProductSpace ℝ E]
```

`E` is a real vector space with an inner product, written `⟪x, y⟫_ℝ` in Lean and $\langle x, y\rangle$ here. Finite dimension is not assumed yet; the theorems that need it say so. Complex Hermitian operators are not covered.

```lean
/-- Every eigenvalue of the operator `T` lies in the interval `[m, M]`. -/
def SpectrumIn (T : E →ₗ[ℝ] E) (m M : ℝ) : Prop :=
  ∀ μ : ℝ, Module.End.HasEigenvalue T μ → μ ∈ Set.Icc m M
```

`T : E →ₗ[ℝ] E` is a linear map from the space to itself, and `Set.Icc m M` is the closed interval $[m, M]$. The definition says that every eigenvalue of $T$ lies in this interval. The numbers $m$ and $M$ need not be eigenvalues themselves, so any outer estimate of the spectrum will do.

```lean
/-- One step of the Lanczos recurrence: `p, q, r` are orthonormal and
`T q = b p + a q + c r`. -/
structure LanczosStep (T : E →ₗ[ℝ] E) (p q r : E) (a b c : ℝ) : Prop where
  orthonormal : Orthonormal ℝ ![p, q, r]
  recurrence : T q = b • p + a • q + c • r
```

`![p, q, r]` is the list of the three vectors, with positions 0, 1 and 2. The first field says that they are orthonormal, the second is the recurrence, and `•` multiplies a vector by a number. No sign is imposed on $b$ or $c$.

Three orthonormal vectors require dimension at least three. The first Lanczos step, which has no $q_{j-1}$, fits in such a space if $b = 0$ and $p$ is any unit vector orthogonal to $q$ and $r$.

## Mean energy and the edges of the spectrum

```lean
/-- On a finite-dimensional space, a symmetric operator with spectrum in `[m, M]` acts in some
orthonormal basis as multiplication of the coordinates by numbers in `[m, M]`. -/
theorem exists_eigenbasis [FiniteDimensional ℝ E] {T : E →ₗ[ℝ] E} {m M : ℝ}
    (hT : T.IsSymmetric) (h : SpectrumIn T m M) :
    ∃ (e : OrthonormalBasis (Fin (Module.finrank ℝ E)) ℝ E)
      (l : Fin (Module.finrank ℝ E) → ℝ),
      (∀ i, l i ∈ Set.Icc m M) ∧ ∀ i x, ⟪e i, T x⟫_ℝ = l i * ⟪e i, x⟫_ℝ := by
  refine ⟨hT.eigenvectorBasis rfl, hT.eigenvalues rfl, fun i => ?_, fun i x => ?_⟩
  · exact h _ (hT.hasEigenvalue_eigenvalues rfl i)
  · rw [← hT (hT.eigenvectorBasis rfl i) x, hT.apply_eigenvectorBasis,
      real_inner_smul_left]
    rfl
```

A symmetric operator on a finite-dimensional space has an orthonormal eigenbasis $e_i$ with $Te_i = l_i e_i$. Symmetry then gives

$$\langle e_i, Tx\rangle = \langle Te_i, x\rangle = l_i \langle e_i, x\rangle ,$$

so $T$ multiplies the $i$-th coordinate by $l_i$, and each $l_i$ lies in $[m,M]$ by assumption. In the proof, `hT.eigenvectorBasis` and `hT.eigenvalues` supply the basis and the numbers, and the rewriting with `hT` moves $T$ to the other side of the inner product.

```lean
/-- The mean energy of a unit vector lies in any interval `[m, M]` that contains the spectrum of the
symmetric operator `T` on a finite-dimensional space. -/
theorem mean_mem_Icc [FiniteDimensional ℝ E] {T : E →ₗ[ℝ] E} {m M : ℝ}
    (hT : T.IsSymmetric) (h : SpectrumIn T m M) {q : E} (hq : ‖q‖ = 1) :
    ⟪q, T q⟫_ℝ ∈ Set.Icc m M := by
  obtain ⟨e, l, hl, he⟩ := exists_eigenbasis hT h
  have hqq : ⟪q, q⟫_ℝ = 1 := by rw [real_inner_self_eq_norm_sq, hq]; norm_num
  -- both sides are averages over the weights of `q` in the eigenbasis
  have lo : 0 ≤ ⟪q, T q - m • q⟫_ℝ := by
    rw [← e.sum_inner_mul_inner]
    refine Finset.sum_nonneg fun i _ => ?_
    rw [inner_sub_right, he, real_inner_smul_right, real_inner_comm (e i) q]
    nlinarith [mul_nonneg (sub_nonneg.2 (hl i).1) (sq_nonneg ⟪e i, q⟫_ℝ)]
  have hi : 0 ≤ ⟪q, M • q - T q⟫_ℝ := by
    rw [← e.sum_inner_mul_inner]
    refine Finset.sum_nonneg fun i _ => ?_
    rw [inner_sub_right, he, real_inner_smul_right, real_inner_comm (e i) q]
    nlinarith [mul_nonneg (sub_nonneg.2 (hl i).2) (sq_nonneg ⟪e i, q⟫_ℝ)]
  rw [inner_sub_right, real_inner_smul_right, hqq] at lo hi
  exact ⟨by linarith, by linarith⟩
```

For a unit vector $q$, write $x_i = \langle e_i, q\rangle$, so that $\sum_i x_i^2 = 1$. Then

$$\langle q, Tq\rangle - m = \sum_i (l_i - m)\,x_i^2 \ge 0, \qquad M - \langle q, Tq\rangle = \sum_i (M - l_i)\,x_i^2 \ge 0 .$$

The mean energy is a weighted average of eigenvalues and cannot leave the interval. The two inequalities are `lo` and `hi` in the proof. In each, `e.sum_inner_mul_inner` expands the inner product in the eigenbasis, and `nlinarith` checks the sign of a single term.

```lean
/-- For a symmetric operator on a finite-dimensional space with spectrum in `[m, M]`, the inner
product of `(M - T) x` and `(T - m) x` is non-negative, and it vanishes exactly when
`(T - M)(T - m) x = 0`. -/
theorem edge_product [FiniteDimensional ℝ E] {T : E →ₗ[ℝ] E} {m M : ℝ}
    (hT : T.IsSymmetric) (h : SpectrumIn T m M) (x : E) :
    0 ≤ ⟪M • x - T x, T x - m • x⟫_ℝ ∧
      (⟪M • x - T x, T x - m • x⟫_ℝ = 0 ↔ T (T x - m • x) = M • (T x - m • x)) := by
  obtain ⟨e, l, hl, he⟩ := exists_eigenbasis hT h
  have hs : ⟪M • x - T x, T x - m • x⟫_ℝ
      = ∑ i, (M - l i) * (l i - m) * ⟪e i, x⟫_ℝ ^ 2 := by
    rw [← e.sum_inner_mul_inner]
    refine Finset.sum_congr rfl fun i _ => ?_
    rw [real_inner_comm (e i) (M • x - T x), inner_sub_right, inner_sub_right, he,
      real_inner_smul_right, real_inner_smul_right]
    ring
  have hn : ∀ i ∈ Finset.univ, 0 ≤ (M - l i) * (l i - m) * ⟪e i, x⟫_ℝ ^ 2 := fun i _ =>
    mul_nonneg (mul_nonneg (sub_nonneg.2 (hl i).2) (sub_nonneg.2 (hl i).1)) (sq_nonneg _)
  refine ⟨hs ▸ Finset.sum_nonneg hn, fun h0 => ?_, fun h0 => ?_⟩
  · -- each eigencomponent of `(T - M)(T - m) x` vanishes
    rw [hs, Finset.sum_eq_zero_iff_of_nonneg hn] at h0
    rw [← sub_eq_zero, ← inner_self_eq_zero (𝕜 := ℝ), ← e.sum_inner_mul_inner]
    refine Finset.sum_eq_zero fun i hi => ?_
    have hz : (M - l i) * (l i - m) * ⟪e i, x⟫_ℝ = 0 := by
      rcases mul_eq_zero.1 (h0 i hi) with h1 | h1
      · rw [h1, zero_mul]
      · rw [pow_eq_zero_iff two_ne_zero] at h1
        rw [h1, mul_zero]
    have hw : ⟪e i, T (T x - m • x) - M • (T x - m • x)⟫_ℝ = 0 := by
      rw [inner_sub_right, he, real_inner_smul_right, inner_sub_right, he,
        real_inner_smul_right]
      linear_combination -hz
    rw [hw, mul_zero]
  · rw [inner_sub_left, real_inner_smul_left, hT x (T x - m • x), h0,
      real_inner_smul_right, sub_self]
```

This time $x$ is any vector, with coordinates $x_i = \langle e_i, x\rangle$. In the eigenbasis,

$$\langle (M-T)x, (T-m)x\rangle = \sum_i (M-l_i)(l_i-m)\,x_i^2 .$$

No term is negative, which proves the first claim. The expansion is `hs`, and the sign of the terms is `hn`.

The second claim says when the sum vanishes. The Lean equation `T (T x - m • x) = M • (T x - m • x)` is $(T-M)(T-m)x = 0$ written without products of operators.

- If the sum is zero, every term is zero, hence $(M-l_i)(l_i-m)x_i = 0$ for each $i$. Up to sign this is the $i$-th coordinate of $(T-M)(T-m)x$, so that vector vanishes.
- Conversely, put $y = (T-m)x$ and suppose $Ty = My$. Then $\langle Mx - Tx, y\rangle = M\langle x,y\rangle - \langle x, Ty\rangle = 0$.

Physically, the condition says that $x$ has components only at the energies $m$ and $M$.

## Variance and recursion coefficients

```lean
/-- For a unit vector `q` with `⟪q, T q⟫ = a`, the squared norm of `T q - a q` equals
`(M - a)(a - m)` minus the inner product of `(M - T) q` and `(T - m) q`. -/
theorem variance_eq (T : E →ₗ[ℝ] E) (m M : ℝ) {q : E} (hq : ‖q‖ = 1) {a : ℝ}
    (ha : ⟪q, T q⟫_ℝ = a) :
    ‖T q - a • q‖ ^ 2 = (M - a) * (a - m) - ⟪M • q - T q, T q - m • q⟫_ℝ := by
  have hqq : ⟪q, q⟫_ℝ = 1 := by rw [real_inner_self_eq_norm_sq, hq]; norm_num
  have ha' : ⟪T q, q⟫_ℝ = a := by rw [real_inner_comm, ha]
  rw [← real_inner_self_eq_norm_sq]
  simp only [inner_sub_left, inner_sub_right, real_inner_smul_left,
    real_inner_smul_right, hqq, ha, ha']
  ring
```

Let $q$ be a unit vector with $\langle q, Tq\rangle = a$. Expanding both expressions gives

$$\|Tq - aq\|^2 = \|Tq\|^2 - a^2,$$

$$\langle Mq - Tq, Tq - mq\rangle = Ma - Mm - \|Tq\|^2 + ma .$$

Since $(M-a)(a-m) = Ma - Mm - a^2 + ma$, subtracting the second expression from this leaves $\|Tq\|^2 - a^2$, as claimed. The identity needs neither symmetry nor a finite dimension. For symmetric $T$ we have $\|Tq\|^2 = \langle q, T^2 q\rangle$, so the left side is the energy variance. In Lean, `simp only` expands the inner products and `ring` compares the polynomials.

```lean
/-- In a Lanczos step the diagonal coefficient `a` equals `⟪q, T q⟫`, and the squared off-diagonal
coefficients add up to the squared norm of `T q - a q`. -/
theorem coefficients_eq {T : E →ₗ[ℝ] E} {p q r : E} {a b c : ℝ}
    (s : LanczosStep T p q r a b c) :
    ⟪q, T q⟫_ℝ = a ∧ ‖T q - a • q‖ ^ 2 = b ^ 2 + c ^ 2 := by
  have np : ‖p‖ = 1 := s.orthonormal.1 0
  have nq : ‖q‖ = 1 := s.orthonormal.1 1
  have nr : ‖r‖ = 1 := s.orthonormal.1 2
  have qp : ⟪q, p⟫_ℝ = 0 := s.orthonormal.2 (show (1 : Fin 3) ≠ 0 by decide)
  have qr : ⟪q, r⟫_ℝ = 0 := s.orthonormal.2 (show (1 : Fin 3) ≠ 2 by decide)
  have pr : ⟪p, r⟫_ℝ = 0 := s.orthonormal.2 (show (0 : Fin 3) ≠ 2 by decide)
  have rp : ⟪r, p⟫_ℝ = 0 := s.orthonormal.2 (show (2 : Fin 3) ≠ 0 by decide)
  constructor
  · rw [s.recurrence]
    simp only [inner_add_right, real_inner_smul_right, real_inner_self_eq_norm_sq, nq, qp, qr]
    ring
  · have pp : ⟪p, p⟫_ℝ = 1 := by rw [real_inner_self_eq_norm_sq, np]; norm_num
    have rr : ⟪r, r⟫_ℝ = 1 := by rw [real_inner_self_eq_norm_sq, nr]; norm_num
    have hd : T q - a • q = b • p + c • r := by rw [s.recurrence]; module
    rw [hd, ← real_inner_self_eq_norm_sq]
    simp only [inner_add_left, inner_add_right, real_inner_smul_left, real_inner_smul_right,
      pp, rr, pr, rp]
    ring
```

Take the inner product of the recurrence with $q$:

$$\langle q, Tq\rangle = b\langle q,p\rangle + a\langle q,q\rangle + c\langle q,r\rangle = a .$$

Then subtract $aq$ from the recurrence and square:

$$\|Tq - aq\|^2 = \|bp + cr\|^2 = b^2 + 2bc\,\langle p,r\rangle + c^2 = b^2 + c^2 .$$

For symmetric $T$, the diagonal coefficient is thus the mean energy of $q$, and the squares of the two couplings add up to its energy variance. The lines from `np` to `rp` read the norms and the orthogonality relations off the structure.

## The bounds and their equality case

```lean
/-- For a symmetric operator on a finite-dimensional space with spectrum in `[m, M]`, the
coefficients of a Lanczos step satisfy `m ≤ a ≤ M` and `b² + c² ≤ (M - a)(a - m) ≤ (M - m)² / 4`. -/
theorem lanczos_coefficient_bounds [FiniteDimensional ℝ E] {T : E →ₗ[ℝ] E} {m M : ℝ}
    (hT : T.IsSymmetric) (h : SpectrumIn T m M) {p q r : E} {a b c : ℝ}
    (s : LanczosStep T p q r a b c) :
    a ∈ Set.Icc m M ∧ b ^ 2 + c ^ 2 ≤ (M - a) * (a - m) ∧
      (M - a) * (a - m) ≤ (M - m) ^ 2 / 4 := by
  have nq : ‖q‖ = 1 := s.orthonormal.1 1
  obtain ⟨ha, hv⟩ := coefficients_eq s
  refine ⟨ha ▸ mean_mem_Icc hT h nq, ?_, ?_⟩
  · rw [← hv, variance_eq T m M nq ha]
    linarith [(edge_product hT h q).1]
  · nlinarith [sq_nonneg (M + m - 2 * a)]
```

The hypotheses are symmetry (`hT`), the spectral interval (`h`) and the Lanczos step (`s`). The conclusion has three parts.

1. $a$ is the mean energy of a unit vector, so it lies in $[m,M]$.
2. The variance identity gives $b^2 + c^2 = (M-a)(a-m) - \langle (M-T)q, (T-m)q\rangle$, and the subtracted term is non-negative.
3. The last inequality is a completed square: $\tfrac14(M-m)^2 - (M-a)(a-m) = \tfrac14(M+m-2a)^2 \ge 0$. The proof hands exactly this square to `nlinarith`.

Without symmetry the bound fails. On $\mathbb{R}^3$ with orthonormal basis $p, q, r$, let $Tq = r$ and $Tp = Tr = 0$. The only eigenvalue is $0$, so $m = M = 0$ is allowed. The recurrence holds with $a = b = 0$ and $c = 1$, yet the bound would require $1 \le 0$.

```lean
/-- For a symmetric operator on a finite-dimensional space with spectrum in `[m, M]`, a Lanczos step
attains `b² + c² = (M - a)(a - m)` exactly when `(T - M)(T - m) q = 0`. -/
theorem lanczos_bound_eq_iff [FiniteDimensional ℝ E] {T : E →ₗ[ℝ] E} {m M : ℝ}
    (hT : T.IsSymmetric) (h : SpectrumIn T m M) {p q r : E} {a b c : ℝ}
    (s : LanczosStep T p q r a b c) :
    b ^ 2 + c ^ 2 = (M - a) * (a - m) ↔ T (T q - m • q) = M • (T q - m • q) := by
  obtain ⟨ha, hv⟩ := coefficients_eq s
  have nq : ‖q‖ = 1 := s.orthonormal.1 1
  rw [← (edge_product hT h q).2, ← hv, variance_eq T m M nq ha]
  constructor <;> intro h0 <;> linarith
```

By the same identity, $b^2 + c^2 = (M-a)(a-m)$ holds exactly when $\langle (M-T)q, (T-m)q\rangle = 0$, and the edge product above turns this into $(T-M)(T-m)q = 0$. The first inequality is therefore saturated precisely by states built from the two edge energies. The proof rewrites with these facts, and `linarith` settles each direction.

## A three-site chain that reaches the bound

```lean
/-- The three-site chain with zero on-site energies and nearest-neighbour couplings 3 and 4. -/
noncomputable def chain : EuclideanSpace ℝ (Fin 3) →ₗ[ℝ] EuclideanSpace ℝ (Fin 3) where
  toFun x := !₂[3 * x 1, 3 * x 0 + 4 * x 2, 4 * x 1]
  map_add' x y := by ext i; fin_cases i <;> simp <;> ring
  map_smul' k x := by ext i; fin_cases i <;> simp <;> ring
```

With the sites numbered 0, 1, 2 as in Lean, this operator is the matrix

$$\begin{pmatrix} 0 & 3 & 0 \\ 3 & 0 & 4 \\ 0 & 4 & 0 \end{pmatrix}.$$

`!₂[...]` writes a vector by its coordinates in Euclidean space. Because Lean's linear maps carry their linearity with them, the two further fields check additivity and scaling.

```lean
/-- The three-site chain is symmetric with spectrum in `[-5, 5]`, its site vectors form a
Lanczos step with `a = 0`, `b = 3`, `c = 4`, and `b² + c²` equals `(M - m)² / 4`. -/
theorem lanczos_coefficient_bounds_witness :
    chain.IsSymmetric ∧ SpectrumIn chain (-5) 5 ∧
      LanczosStep chain !₂[1, 0, 0] !₂[0, 1, 0] !₂[0, 0, 1] 0 3 4 ∧
      (3 : ℝ) ^ 2 + 4 ^ 2 = (5 - (-5)) ^ 2 / 4 := by
  refine ⟨fun x y => ?_, fun μ hμ => ?_, ⟨⟨fun i => ?_, fun i j hij => ?_⟩, ?_⟩, by norm_num⟩
  · simp [chain, PiLp.inner_apply, Fin.sum_univ_three]
    ring
  · obtain ⟨v, hv⟩ := hμ.exists_hasEigenvector
    have e := hv.apply_eq_smul
    have h0 : 3 * v 1 = μ * v 0 := by
      simpa [chain] using congrArg (fun w : EuclideanSpace ℝ (Fin 3) => w 0) e
    have h1 : 3 * v 0 + 4 * v 2 = μ * v 1 := by
      simpa [chain] using congrArg (fun w : EuclideanSpace ℝ (Fin 3) => w 1) e
    have h2 : 4 * v 1 = μ * v 2 := by
      simpa [chain] using congrArg (fun w : EuclideanSpace ℝ (Fin 3) => w 2) e
    -- an eigenvalue with `μ² > 25` would force the eigenvector to vanish
    have hsq : μ ^ 2 ≤ 25 := by
      by_contra hlt
      have hgt : 25 < μ ^ 2 := not_le.1 hlt
      have hμ0 : μ ≠ 0 := by
        rintro rfl
        norm_num at hgt
      have hp : (μ ^ 2 - 25) * v 1 = 0 := by
        linear_combination (-μ) * h1 - 3 * h0 - 4 * h2
      have v1 : v 1 = 0 := (mul_eq_zero.1 hp).resolve_left (by linarith)
      rw [v1, mul_zero] at h0 h2
      have v0 : v 0 = 0 := (mul_eq_zero.1 h0.symm).resolve_left hμ0
      have v2 : v 2 = 0 := (mul_eq_zero.1 h2.symm).resolve_left hμ0
      apply hv.2
      ext i
      fin_cases i
      · exact v0
      · exact v1
      · exact v2
    exact ⟨by nlinarith, by nlinarith⟩
  · fin_cases i <;> simp [EuclideanSpace.norm_eq, Fin.sum_univ_three]
  · fin_cases i <;> fin_cases j <;> simp_all [PiLp.inner_apply, Fin.sum_univ_three]
  · ext i
    fin_cases i <;> simp [chain]

end LanczosCoefficientBounds
```

The theorem shows that this chain satisfies all the hypotheses, with the site vectors as $p, q, r$ and with $a = 0$, $b = 3$, $c = 4$. For the spectrum, let $v$ be an eigenvector with eigenvalue $\mu$:

$$3v_1 = \mu v_0, \qquad 3v_0 + 4v_2 = \mu v_1, \qquad 4v_1 = \mu v_2 .$$

Multiplying the middle equation by $\mu$ and inserting the other two gives $25\,v_1 = \mu^2 v_1$. If $\mu^2 > 25$, then $v_1 = 0$, and the outer equations force $v_0 = v_2 = 0$, which an eigenvector does not allow. Hence $-5 \le \mu \le 5$. In the proof, `h0`, `h1` and `h2` are the three equations, and `linear_combination` performs the elimination.

The last part is the arithmetic $3^2 + 4^2 = 25 = (5-(-5))^2/4$. Both inequalities are equalities here, so the factor $\tfrac14$ is the best possible. The middle site carries weight $\tfrac12$ at each of the energies $-5$ and $5$, in agreement with the equality condition.

```lean
#print axioms LanczosCoefficientBounds.lanczos_coefficient_bounds
-- 'LanczosCoefficientBounds.lanczos_coefficient_bounds' depends on axioms: [propext, Classical.choice, Quot.sound]
#print axioms LanczosCoefficientBounds.lanczos_bound_eq_iff
-- 'LanczosCoefficientBounds.lanczos_bound_eq_iff' depends on axioms: [propext, Classical.choice, Quot.sound]
```
